# Canonical position and momentum are vector operators for L = x × p and orthogonal to it

A classical particle's orbital angular momentum is perpendicular to both its position and its momentum. In quantum mechanics the components of position and momentum no longer all commute, so it has to be checked whether this orthogonality survives, and in which order of the factors.

In Lean 4 with Mathlib:

```lean
import Mathlib

open Finset

namespace OrbitalAngularMomentum

/-- The Levi-Civita symbol on three indices. -/
def eps (i j k : Fin 3) : ℤ :=
  if j = i + 1 ∧ k = i + 2 then 1 else if j = i + 2 ∧ k = i + 1 then -1 else 0

variable {A : Type*} [Ring A]

/-- The scalar product of two operator triples, with the factors kept in order. -/
def dot (u v : Fin 3 → A) : A := ∑ i, u i * v i

/-- The cross product of two operator triples, with the factors kept in order. -/
def cross (u v : Fin 3 → A) (i : Fin 3) : A :=
  u (i + 1) * v (i + 2) - u (i + 2) * v (i + 1)

/-- Contracting the Levi-Civita symbol with a vector leaves at most one component. -/
theorem eps_sum (V : Fin 3 → A) (i j : Fin 3) :
    ∑ k, eps i j k • V k =
      (if i + 1 = j then V (i + 2) else 0) - (if i + 2 = j then V (i + 1) else 0) := by
  fin_cases i <;> fin_cases j <;> simp [eps]

variable [Algebra ℂ A]

/-- `V` is a vector operator for `J`: `[Jᵢ, Vⱼ] = i εᵢⱼₖ Vₖ`, summed over `k`. -/
def IsVectorOperator (J V : Fin 3 → A) : Prop :=
  ∀ i j, J i * V j - V j * J i = Complex.I • ∑ k, eps i j k • V k

/-- The canonical commutation relations in three dimensions, in units with `ħ = 1`. -/
structure Canonical (x p : Fin 3 → A) : Prop where
  xx : ∀ i j, x i * x j = x j * x i
  pp : ∀ i j, p i * p j = p j * p i
  xp : ∀ i j, x i * p j - p j * x i = if i = j then Complex.I • (1 : A) else 0

/-- If `V` is a vector operator for `J`, the order of the factors in `J·V` is immaterial. -/
theorem dot_comm_of_vector {J V : Fin 3 → A} (h : IsVectorOperator J V) :
    dot J V = dot V J := by
  have e : ∀ i k : Fin 3, eps i i k = 0 := by decide
  refine Finset.sum_congr rfl fun i _ => sub_eq_zero.mp ?_
  rw [h i i]
  simp [e]

/-- For canonical `x` and `p`, the position is a vector operator for `L = x × p`. -/
theorem position_vector {x p : Fin 3 → A} (h : Canonical x p) :
    IsVectorOperator (cross x p) x := by
  intro i j
  -- the product rule leaves only commutators of positions with momenta
  have key : cross x p i * x j - x j * cross x p i =
      x (i + 2) * (x j * p (i + 1) - p (i + 1) * x j)
        - x (i + 1) * (x j * p (i + 2) - p (i + 2) * x j) := by
    unfold cross
    linear_combination (norm := noncomm_ring)
      h.xx (i + 1) j * p (i + 2) - h.xx (i + 2) j * p (i + 1)
  rw [key, h.xp, h.xp, eps_sum]
  simp only [@eq_comm _ j]
  split_ifs <;> simp [smul_sub]

/-- For canonical `x` and `p`, the momentum is a vector operator for `L = x × p`. -/
theorem momentum_vector {x p : Fin 3 → A} (h : Canonical x p) :
    IsVectorOperator (cross x p) p := by
  intro i j
  have key : cross x p i * p j - p j * cross x p i =
      (x (i + 1) * p j - p j * x (i + 1)) * p (i + 2)
        - (x (i + 2) * p j - p j * x (i + 2)) * p (i + 1) := by
    unfold cross
    linear_combination (norm := noncomm_ring)
      x (i + 1) * h.pp (i + 2) j - x (i + 2) * h.pp (i + 1) j
  rw [key, h.xp, h.xp, eps_sum]
  split_ifs <;> simp [smul_sub]

/-- For canonical `x` and `p` and `L = x × p`, both `x` and `p` are vector operators for `L`,
and `L·x = x·L = L·p = p·L = 0`. -/
theorem orbital_angular_momentum {x p : Fin 3 → A} (h : Canonical x p) :
    IsVectorOperator (cross x p) x ∧ IsVectorOperator (cross x p) p ∧
      dot (cross x p) x = 0 ∧ dot x (cross x p) = 0 ∧
      dot (cross x p) p = 0 ∧ dot p (cross x p) = 0 := by
  -- commuting positions give `x·L = 0`
  have hx : dot x (cross x p) = 0 := by
    simp only [dot, cross, Fin.sum_univ_three, Fin.isValue, Fin.reduceAdd, zero_add]
    linear_combination (norm := noncomm_ring)
      h.xx 0 1 * p 2 + h.xx 2 0 * p 1 + h.xx 1 2 * p 0
  -- commuting momenta give `L·p = 0`
  have hp : dot (cross x p) p = 0 := by
    simp only [dot, cross, Fin.sum_univ_three, Fin.isValue, Fin.reduceAdd, zero_add]
    linear_combination (norm := noncomm_ring)
      x 0 * h.pp 1 2 + x 1 * h.pp 2 0 + x 2 * h.pp 0 1
  have vx := position_vector h
  have vp := momentum_vector h
  exact ⟨vx, vp, (dot_comm_of_vector vx).trans hx, hx, hp, (dot_comm_of_vector vp).symm.trans hp⟩

/-- For canonical `x` and `p`, the operator `x·p` rescales positions: `[xᵢ, x·p] = i xᵢ`. -/
theorem position_dilation {x p : Fin 3 → A} (h : Canonical x p) (i : Fin 3) :
    x i * dot x p - dot x p * x i = Complex.I • x i := by
  have key : ∀ k, x i * (x k * p k) - x k * p k * x i =
      x k * (if i = k then Complex.I • (1 : A) else 0) := by
    intro k
    rw [← h.xp i k]
    linear_combination (norm := noncomm_ring) h.xx i k * p k
  rw [dot, Finset.mul_sum, Finset.sum_mul, ← Finset.sum_sub_distrib]
  simp [key]

/-- For canonical `x` and `p` and `L = x × p`: `p × L = x p² - (x·p) p + 2i p`. -/
theorem momentum_cross_orbital {x p : Fin 3 → A} (h : Canonical x p) (i : Fin 3) :
    cross p (cross x p) i =
      x i * dot p p - dot x p * p i + (2 * Complex.I) • p i := by
  have cyc : ∀ f : Fin 3 → A, ∑ k, f k = f i + f (i + 1) + f (i + 2) := by
    intro f
    fin_cases i <;> simp [Fin.sum_univ_three] <;> abel
  obtain ⟨e1, e2, e3, e4, n1, n2⟩ := (by decide : ∀ i : Fin 3,
    i + 1 + 1 = i + 2 ∧ i + 1 + 2 = i ∧ i + 2 + 1 = i ∧ i + 2 + 2 = i + 1 ∧
      i ≠ i + 1 ∧ i ≠ i + 2) i
  have h1 := h.xp i (i + 1)
  have h2 := h.xp i (i + 2)
  have h3 := h.xp (i + 1) (i + 1)
  have h4 := h.xp (i + 2) (i + 2)
  rw [if_neg n1] at h1
  rw [if_neg n2] at h2
  rw [if_pos rfl] at h3 h4
  -- the two unit commutators produce the term `2i p`
  have hc : (2 * Complex.I) • p i =
      (Complex.I • (1 : A)) * p i + (Complex.I • (1 : A)) * p i := by
    rw [smul_mul_assoc, one_mul, two_mul, add_smul]
  rw [hc]
  generalize Complex.I • (1 : A) = c at h3 h4 ⊢
  simp only [dot, cross, cyc, e1, e2, e3, e4]
  linear_combination (norm := noncomm_ring)
    h3 * p i + h4 * p i - h1 * p (i + 1) - h2 * p (i + 2)

/-- For canonical `x` and `p`, the square of `L = x × p` is
`L² = x² p² - (x·p)² + i x·p`. -/
theorem orbital_square {x p : Fin 3 → A} (h : Canonical x p) :
    dot (cross x p) (cross x p) =
      dot x x * dot p p - dot x p * dot x p + Complex.I • dot x p := by
  -- the triple product `(x × p)·M = x·(p × M)` keeps the order of the factors
  have triple : ∀ M : Fin 3 → A, dot (cross x p) M = dot x (cross p M) := by
    intro M
    simp only [dot, cross, Fin.sum_univ_three, Fin.isValue, Fin.reduceAdd, zero_add]
    noncomm_ring
  have key : ∀ i, x i * cross p (cross x p) i =
      x i * x i * dot p p - dot x p * (x i * p i) + Complex.I • (x i * p i) := by
    intro i
    have d : x i * dot x p = dot x p * x i + Complex.I • x i :=
      sub_eq_iff_eq_add'.mp (position_dilation h i)
    rw [momentum_cross_orbital h, mul_add, mul_sub, ← mul_assoc, ← mul_assoc (x i) (dot x p),
      d, add_mul, smul_mul_assoc, mul_smul_comm, mul_assoc (dot x p)]
    module
  rw [triple]
  calc dot x (cross p (cross x p))
      = ∑ i, (x i * x i * dot p p - dot x p * (x i * p i) + Complex.I • (x i * p i)) :=
        Finset.sum_congr rfl fun i _ => key i
    _ = _ := by
        rw [Finset.sum_add_distrib, Finset.sum_sub_distrib, ← Finset.sum_mul,
          ← Finset.mul_sum, ← Finset.smul_sum]
        rfl

/-- Multiplication by the `i`-th coordinate on complex polynomials in three variables. -/
noncomputable def positionOp (i : Fin 3) : Module.End ℂ (MvPolynomial (Fin 3) ℂ) :=
  LinearMap.mulLeft ℂ (MvPolynomial.X i)

/-- The operator `-i ∂ⱼ` on complex polynomials in three variables. -/
noncomputable def momentumOp (j : Fin 3) : Module.End ℂ (MvPolynomial (Fin 3) ℂ) :=
  (-Complex.I) • (MvPolynomial.pderiv j).toLinearMap

/-- Multiplication by coordinates and `-i ∂ⱼ` on polynomials satisfy the canonical relations. -/
theorem canonical_witness : Canonical positionOp momentumOp := by
  refine ⟨fun i j => LinearMap.ext fun f => ?_, fun i j => LinearMap.ext fun f => ?_,
    fun i j => LinearMap.ext fun f => ?_⟩
  · change MvPolynomial.X i * (MvPolynomial.X j * f) = MvPolynomial.X j * (MvPolynomial.X i * f)
    ring
  · -- the commutator of two partial derivatives is a derivation that kills every coordinate
    have hd : ⁅MvPolynomial.pderiv (R := ℂ) i, MvPolynomial.pderiv (R := ℂ) j⁆ = 0 := by
      refine MvPolynomial.derivation_ext fun k => ?_
      simp only [Derivation.commutator_apply, MvPolynomial.pderiv_X, Pi.single_apply]
      split_ifs <;> simp
    have hf := DFunLike.congr_fun hd f
    simp only [Derivation.commutator_apply, Derivation.coe_zero, Pi.zero_apply] at hf
    change (-Complex.I) • MvPolynomial.pderiv i ((-Complex.I) • MvPolynomial.pderiv j f) =
      (-Complex.I) • MvPolynomial.pderiv j ((-Complex.I) • MvPolynomial.pderiv i f)
    rw [Derivation.map_smul, Derivation.map_smul, sub_eq_zero.mp hf]
  · have key : (positionOp i * momentumOp j - momentumOp j * positionOp i) f =
        Complex.I • (f * MvPolynomial.pderiv j (MvPolynomial.X i)) := by
      change MvPolynomial.X i * ((-Complex.I) • MvPolynomial.pderiv j f) -
        (-Complex.I) • MvPolynomial.pderiv j (MvPolynomial.X i * f) = _
      rw [Derivation.leibniz]
      simp only [smul_eq_mul, mul_smul_comm]
      module
    rw [key]
    rcases eq_or_ne i j with rfl | hij
    · rw [MvPolynomial.pderiv_X_self, if_pos rfl, mul_one]
      rfl
    · rw [MvPolynomial.pderiv_X_of_ne hij, if_neg hij, mul_zero, smul_zero]
      rfl

end OrbitalAngularMomentum
```

```lean
#print axioms OrbitalAngularMomentum.momentum_vector
#print axioms OrbitalAngularMomentum.orbital_angular_momentum
#print axioms OrbitalAngularMomentum.orbital_square
```

```
'OrbitalAngularMomentum.momentum_vector' depends on axioms: [propext, Classical.choice, Quot.sound]
'OrbitalAngularMomentum.orbital_angular_momentum' depends on axioms: [propext, Classical.choice, Quot.sound]
'OrbitalAngularMomentum.orbital_square' depends on axioms: [propext, Classical.choice, Quot.sound]
```

## Operators as triples in a complex algebra

Position and momentum are triples `x p : Fin 3 → A` in an arbitrary associative complex algebra `A`. Indices run over 0, 1, 2 and are added modulo 3, so `cross x p` has the components

\[ L_j=x_{j+1}p_{j+2}-x_{j+2}p_{j+1}. \]

Both `cross` and `dot` keep their factors in order. The hypothesis `Canonical x p` says that positions commute, momenta commute, and \([x_j,p_k]=\mathrm i\,\delta_{jk}\) with \(\hbar=1\). This last relation is postulated; it expresses that momentum generates translations.

`IsVectorOperator J V` means \([J_j,V_k]=\mathrm i\sum_l\varepsilon_{jkl}V_l\), the infinitesimal form of "\(V\) rotates as a vector". Here \(\varepsilon\) is the Levi-Civita symbol `eps`, with \(\varepsilon_{012}=1\).

The theorem `orbital_angular_momentum` states that \(x\) and \(p\) are vector operators for \(L\), and that \(L\cdot x=x\cdot L=L\cdot p=p\cdot L=0\). For a single particle in this algebraic model, orbital motion therefore contributes nothing to helicity, the component of angular momentum along \(p\).

The setting is purely algebraic: self-adjointness and the domains of unbounded operators do not enter. Matrices of finite nonzero size cannot satisfy the canonical relations, because a commutator of matrices has trace zero and the identity matrix does not, so the identities do not automatically carry over to a truncated basis. `canonical_witness` gives a concrete realisation on polynomials, by multiplication and \(-\mathrm i\partial_k\). There the product rule gives the mixed commutator, and partial derivatives commute because their commutator is a derivation that kills every coordinate.

## Rotation of position and momentum

Since positions commute, the product rule leaves

\[ [L_j,x_k]=x_{j+2}[x_k,p_{j+1}]-x_{j+1}[x_k,p_{j+2}]
=\mathrm i(\delta_{j+1,k}x_{j+2}-\delta_{j+2,k}x_{j+1}). \]

Since momenta commute,

\[ [L_j,p_k]=[x_{j+1},p_k]p_{j+2}-[x_{j+2},p_k]p_{j+1}
=\mathrm i(\delta_{j+1,k}p_{j+2}-\delta_{j+2,k}p_{j+1}). \]

By `eps_sum`, the right-hand sides are the required Levi-Civita contractions. In `position_vector` and `momentum_vector`, the equation `key` is the product-rule step: `linear_combination` supplies the commuting pairs, and `noncomm_ring` checks the remaining expansion without reordering factors.

## Four vanishing scalar products

Collecting terms gives

\[ x\cdot L=\sum_k[x_{k+1},x_{k+2}]p_k=0,\qquad
L\cdot p=\sum_k x_k[p_{k+1},p_{k+2}]=0. \]

These are `hx` and `hp` in the proof. The other two orders follow from `dot_comm_of_vector`: for a vector operator, \([J_k,V_k]=0\) for each \(k\), because \(\varepsilon_{kkl}=0\), and so \(J\cdot V=V\cdot J\).

Commuting momenta matter here. In the polynomial realisation, replace \(p_1\) by \(p_1+x_0\), as for a charge in a uniform magnetic field. All the other canonical relations survive, but \([p_0,p_1]=-\mathrm i\), and with the new momenta \(L\cdot p=-\mathrm i\,x_2\neq0\).

## The square of L

Write \(x^2=x\cdot x\), \(p^2=p\cdot p\) and \(L^2=L\cdot L\). First, `position_dilation` gives

\[ [x_j,x\cdot p]=\sum_k x_k[x_j,p_k]=\mathrm i\,x_j. \]

Next, `momentum_cross_orbital` expands

\[ (p\times L)_j=p_{j+1}x_jp_{j+1}+p_{j+2}x_jp_{j+2}
-(p_{j+1}x_{j+1}+p_{j+2}x_{j+2})p_j. \]

Moving positions to the left produces \(2\mathrm i\,p_j\) from the last bracket. Adding and subtracting \(x_jp_j^2\) then gives

\[ (p\times L)_j=x_jp^2-(x\cdot p)p_j+2\mathrm i\,p_j. \]

Finally, \((x\times p)\cdot M=x\cdot(p\times M)\) holds for every operator triple \(M\) by regrouping alone; this is `triple` in `orbital_square`. With \(M=L\),

\[ \begin{aligned}
L^2&=\sum_j x_j\bigl(x_jp^2-(x\cdot p)p_j+2\mathrm i\,p_j\bigr)\\
&=x^2p^2-\sum_j\bigl((x\cdot p)x_j+\mathrm i\,x_j\bigr)p_j+2\mathrm i\,x\cdot p\\
&=x^2p^2-(x\cdot p)^2+\mathrm i\,x\cdot p.
\end{aligned} \]

With the factors in this order, the last term is the quantum correction to the classical formula; in ordinary units it is \(\mathrm i\hbar\,x\cdot p\).
